# The Guinier law for point scatterers: a lower bound on the Debye intensity and the initial slope of the Guinier plot

Guinier analysis converts the fall-off of a scattering curve at small angles into a radius of gyration by means of a fixed coefficient. A coefficient wrong by a factor of two misstates that radius by a factor of $\sqrt2$, and the quality of the straight-line fit does not reveal it. The problems below derive the coefficient for a finite set of identical point scatterers, starting from the Debye formula.

## Point scatterers and the Debye sum

```lean
import Mathlib

open Filter Topology

namespace GuinierLaw

noncomputable section
```

Let $N$ points have positions $\mathbf r_i\in\mathbb R^3$, with $i=0,\dots,N-1$. In Lean a configuration is a function from `Fin N` to Euclidean 3-space, so `‖r i - r j‖` is the ordinary distance $r_{ij}=|\mathbf r_i-\mathbf r_j|$.

```lean
/-- Positions of `N` point scatterers in three-dimensional space. -/
abbrev Config (N : ℕ) := Fin N → EuclideanSpace ℝ (Fin 3)
```

For $N\ge1$ the centroid is $\mathbf c=\frac1N\sum_i\mathbf r_i$.

```lean
/-- The centroid of the scatterers, for `N ≥ 1`. -/
def centroid {N : ℕ} (r : Config N) : EuclideanSpace ℝ (Fin 3) :=
  (N : ℝ)⁻¹ • ∑ i, r i
```

The radius of gyration is $G=\sqrt{\frac1N\sum_i|\mathbf r_i-\mathbf c|^2}$. All points carry equal weight.

```lean
/-- The radius of gyration: the root mean square distance from the centroid, for `N ≥ 1`. -/
def gyrationRadius {N : ℕ} (r : Config N) : ℝ :=
  Real.sqrt ((∑ i, ‖r i - centroid r‖ ^ 2) / N)
```

Let $q$ be the magnitude of the scattering vector; Lean admits any real $q$. The intensity is
$$I(q)=\sum_i\sum_j\operatorname{sinc}(q\,r_{ij}),\qquad \operatorname{sinc}x=\frac{\sin x}{x}\ (x\neq0),\quad \operatorname{sinc}0=1.$$
The sum runs over ordered pairs and includes $i=j$, so $I(0)=N^2$. `Real.sinc` has no factor of $\pi$ in its argument.

```lean
/-- The Debye intensity: the sum over ordered pairs of `sin (q r_ij) / (q r_ij)`,
a term being one when `q r_ij = 0`. -/
def debyeIntensity {N : ℕ} (r : Config N) (q : ℝ) : ℝ :=
  ∑ i, ∑ j, Real.sinc (q * ‖r i - r j‖)
```

This formula is the model's starting point. It stands for single scattering by a rigid, randomly oriented particle whose points all have unit amplitude. Atomic form factors, solvent contrast, interference between particles and instrumental smearing are left out.

## (a) Averaging over orientation

Let $u$ be the cosine of the angle between the scattering vector and a pair vector. For random orientation in three dimensions $u$ is uniform on $[-1,1]$. With $x=q\,r_{ij}$, show that the averaged interference term is the Debye kernel:
$$\frac12\int_{-1}^{1}\cos(xu)\,du=\operatorname{sinc}x.$$

**Solution.** If $x=0$, the integrand is 1 and the average is 1. If $x\ne0$, an antiderivative is $\sin(xu)/x$, so
$$\frac12\cdot\frac{\sin x-\sin(-x)}{x}=\frac{\sin x}{x}.$$

The Lean proof makes the same case split and applies the fundamental theorem of calculus. The result motivates the definition of $I$; no later part uses it.

```lean
/-- The average of the interference term `cos (x u)` over a direction cosine `u`
uniform on `[-1, 1]` is `sinc x`. -/
theorem orientation_average (x : ℝ) :
    (1 / 2) * ∫ u in (-1 : ℝ)..1, Real.cos (x * u) = Real.sinc x := by
  rcases eq_or_ne x 0 with rfl | hx
  · norm_num
  · have hd : ∀ u ∈ Set.uIcc (-1 : ℝ) 1,
        HasDerivAt (fun u => Real.sin (x * u) / x) (Real.cos (x * u)) u := by
      intro u _
      exact ((((hasDerivAt_id' u).const_mul x).sin).div_const x).congr_deriv
        (by field_simp)
    have hc : Continuous (fun u : ℝ => Real.cos (x * u)) := by fun_prop
    rw [intervalIntegral.integral_eq_sub_of_hasDerivAt hd (hc.intervalIntegrable _ _),
      Real.sinc_of_ne_zero hx]
    simp only [mul_one, mul_neg, Real.sin_neg]
    ring
```

## (b) From the sign of a slope to the sign of a function

Let $f$ be differentiable on $\mathbb R$, with $f(0)=0$ and $f'(x)\ge0$ for all $x\ge0$. Show that
$$f(x)\ge0\quad\text{for all }x\ge0.$$

**Solution.** At $x=0$ this is the assumption $f(0)=0$. For $x>0$ the mean value theorem gives a $\xi\in(0,x)$ with $f(x)=f(x)-f(0)=x f'(\xi)\ge0$.

Lean obtains monotonicity on the half-line from `monotoneOn_of_deriv_nonneg` and then compares $f(x)$ with $f(0)$.

```lean
/-- A function differentiable on all of `ℝ` that vanishes at zero and has nonnegative slope on the
half-line `x ≥ 0` is nonnegative there. -/
theorem nonneg_of_slope {f f' : ℝ → ℝ} (hf : ∀ x, HasDerivAt f (f' x) x) (h0 : f 0 = 0)
    (hp : ∀ x, 0 ≤ x → 0 ≤ f' x) (x : ℝ) (hx : 0 ≤ x) : 0 ≤ f x := by
  have hm : MonotoneOn f (Set.Ici 0) :=
    monotoneOn_of_deriv_nonneg (convex_Ici 0)
      (fun y _ => (hf y).continuousAt.continuousWithinAt)
      (fun y _ => (hf y).differentiableAt.differentiableWithinAt)
      (fun y hy => by
        rw [(hf y).deriv]
        exact hp y (interior_subset hy))
  have h := hm (Set.mem_Ici.2 le_rfl) (Set.mem_Ici.2 hx) hx
  rwa [h0] at h
```

## (c) Bounds on the kernel

Show that for every real $x$
$$1-\frac{x^2}{6}\le\operatorname{sinc}x\le1-\frac{x^2}{6}+\frac{x^4}{120}.$$

**Solution.** Since $1-\cos x=2\sin^2(x/2)\le x^2/2$, we have $\cos x-1+x^2/2\ge0$. Define
$$\begin{aligned}
f_1&=\sin x-x+\tfrac{x^3}{6}, & f_1'&=\cos x-1+\tfrac{x^2}{2},\\
f_2&=1-\tfrac{x^2}{2}+\tfrac{x^4}{24}-\cos x, & f_2'&=f_1,\\
f_3&=x-\tfrac{x^3}{6}+\tfrac{x^5}{120}-\sin x, & f_3'&=f_2.
\end{aligned}$$
All three vanish at zero. Part (b), applied three times, makes each nonnegative for $x\ge0$. From $f_1$ and $f_3$,
$$x-\frac{x^3}{6}\le\sin x\le x-\frac{x^3}{6}+\frac{x^5}{120}.$$
Dividing by $x>0$ gives the claim. Negative $x$ follows because every term is even, and at $x=0$ all three expressions equal 1.

In the code `h1`, `h2` and `h3` are the three applications of (b), and `key` is the division by a positive argument.

```lean
/-- The Debye kernel lies between its second-order and fourth-order Taylor polynomials. -/
theorem sinc_bounds (x : ℝ) :
    1 - x ^ 2 / 6 ≤ Real.sinc x ∧ Real.sinc x ≤ 1 - x ^ 2 / 6 + x ^ 4 / 120 := by
  -- integrate the elementary bound on the cosine three times
  have h1 := nonneg_of_slope (f := fun x => Real.sin x - x + x ^ 3 / 6)
    (f' := fun x => Real.cos x - 1 + x ^ 2 / 2)
    (fun x => (((Real.hasDerivAt_sin x).fun_sub (hasDerivAt_id' x)).fun_add
      ((hasDerivAt_pow 3 x).div_const 6)).congr_deriv (by ring))
    (by simp) (fun x _ => by linarith [Real.one_sub_sq_div_two_le_cos (x := x)])
  have h2 := nonneg_of_slope (f := fun x => 1 + (x ^ 4 / 24 - x ^ 2 / 2 - Real.cos x))
    (f' := fun x => Real.sin x - x + x ^ 3 / 6)
    (fun x => (((((hasDerivAt_pow 4 x).div_const 24).fun_sub
      ((hasDerivAt_pow 2 x).div_const 2)).fun_sub
      (Real.hasDerivAt_cos x)).const_add 1).congr_deriv (by ring))
    (by norm_num) h1
  have h3 := nonneg_of_slope (f := fun x => x ^ 5 / 120 - x ^ 3 / 6 + x - Real.sin x)
    (f' := fun x => 1 + (x ^ 4 / 24 - x ^ 2 / 2 - Real.cos x))
    (fun x => (((((hasDerivAt_pow 5 x).div_const 120).fun_sub
      ((hasDerivAt_pow 3 x).div_const 6)).fun_add (hasDerivAt_id' x)).fun_sub
      (Real.hasDerivAt_sin x)).congr_deriv (by ring))
    (by simp) h2
  have key : ∀ y : ℝ, 0 < y → 1 - y ^ 2 / 6 ≤ Real.sin y / y ∧
      Real.sin y / y ≤ 1 - y ^ 2 / 6 + y ^ 4 / 120 := by
    intro y hy
    have a := h1 y hy.le
    have b := h3 y hy.le
    rw [le_div_iff₀ hy, div_le_iff₀ hy]
    constructor <;> nlinarith
  rcases lt_trichotomy x 0 with hx | rfl | hx
  · have h := key (-x) (by linarith)
    have e2 : (-x) ^ 2 = x ^ 2 := by ring
    have e4 : (-x) ^ 4 = x ^ 4 := by ring
    rw [Real.sin_neg, neg_div_neg_eq, e2, e4] at h
    rwa [Real.sinc_of_ne_zero hx.ne]
  · simp
  · rw [Real.sinc_of_ne_zero hx.ne']
    exact key x hx
```

## (d) Pair distances and the radius of gyration

Express the sum of squared pair distances through $G$:
$$\sum_i\sum_j r_{ij}^2=2N^2G^2.$$

**Solution.** For $N=0$ both sides are zero. For $N\ge1$ put $\mathbf s_i=\mathbf r_i-\mathbf c$. Then $\sum_j\mathbf s_j=\sum_j\mathbf r_j-N\mathbf c=0$, and
$$r_{ij}^2=|\mathbf s_i|^2-2\,\mathbf s_i\cdot\mathbf s_j+|\mathbf s_j|^2.$$
Summing over $j$ removes the cross term and leaves $N|\mathbf s_i|^2+NG^2$. Summing over $i$ gives $N\cdot NG^2+N\cdot NG^2=2N^2G^2$.

Here `hs` states that the displacements sum to zero, and `hi` is the sum over $j$ at fixed $i$.

```lean
/-- The squared distances of all ordered pairs sum to `2 N² G²`. -/
theorem sum_sq_dist {N : ℕ} (r : Config N) :
    ∑ i, ∑ j, ‖r i - r j‖ ^ 2 = 2 * (N : ℝ) ^ 2 * gyrationRadius r ^ 2 := by
  rcases Nat.eq_zero_or_pos N with rfl | hN
  · simp
  have hN' : (N : ℝ) ≠ 0 := by exact_mod_cast hN.ne'
  have hs : ∑ j, (r j - centroid r) = 0 := by
    rw [Finset.sum_sub_distrib, Finset.sum_const, Finset.card_univ, Fintype.card_fin,
      centroid, ← Nat.cast_smul_eq_nsmul ℝ, smul_smul, mul_inv_cancel₀ hN', one_smul,
      sub_self]
  -- the cross terms vanish about the centroid
  have hi : ∀ i, ∑ j, ‖r i - r j‖ ^ 2
      = N * ‖r i - centroid r‖ ^ 2 + ∑ j, ‖r j - centroid r‖ ^ 2 := by
    intro i
    have h : ∀ j, ‖r i - r j‖ ^ 2 = ‖r i - centroid r‖ ^ 2
        - 2 * inner ℝ (r i - centroid r) (r j - centroid r) + ‖r j - centroid r‖ ^ 2 := by
      intro j
      rw [← norm_sub_sq_real, sub_sub_sub_cancel_right]
    rw [Finset.sum_congr rfl (fun j _ => h j), Finset.sum_add_distrib,
      Finset.sum_sub_distrib, ← Finset.mul_sum, ← inner_sum, hs, inner_zero_right]
    simp
  rw [Finset.sum_congr rfl (fun i _ => hi i), Finset.sum_add_distrib, ← Finset.mul_sum,
    Finset.sum_const, Finset.card_univ, Fintype.card_fin, nsmul_eq_mul, gyrationRadius,
    Real.sq_sqrt (by positivity)]
  field_simp
  ring
```

## (e) Bounds on the intensity

Show that for every real $q$
$$N^2\Bigl(1-\frac{q^2G^2}{3}\Bigr)\le I(q)\le N^2\Bigl(1-\frac{q^2G^2}{3}\Bigr)+\frac{q^4}{120}\sum_i\sum_j r_{ij}^4.$$

**Solution.** Put $x=q\,r_{ij}$ in (c) and sum over all $N^2$ ordered pairs. By (d), the terms common to both bounds give
$$\sum_i\sum_j\Bigl(1-\frac{q^2r_{ij}^2}{6}\Bigr)=N^2-\frac{q^2}{6}\,2N^2G^2=N^2\Bigl(1-\frac{q^2G^2}{3}\Bigr).$$
The quartic term of (c) supplies the remainder in the upper bound. For a single point, $G=0$ and $I=1$, and both inequalities are equalities.

The equation `e` is this summation; `Finset.sum_le_sum` then carries the kernel bounds through both sums.

```lean
/-- The Debye intensity is at least `N² (1 - q² G² / 3)`, and exceeds it by at most
`q⁴ / 120` times the sum of the fourth powers of the pair distances. -/
theorem debye_bounds {N : ℕ} (r : Config N) (q : ℝ) :
    (N : ℝ) ^ 2 * (1 - q ^ 2 * gyrationRadius r ^ 2 / 3) ≤ debyeIntensity r q ∧
    debyeIntensity r q ≤ (N : ℝ) ^ 2 * (1 - q ^ 2 * gyrationRadius r ^ 2 / 3)
      + q ^ 4 / 120 * ∑ i, ∑ j, ‖r i - r j‖ ^ 4 := by
  have e : ∑ i, ∑ j, (1 - (q * ‖r i - r j‖) ^ 2 / 6)
      = (N : ℝ) ^ 2 * (1 - q ^ 2 * gyrationRadius r ^ 2 / 3) := by
    calc _ = ∑ i, ∑ j, ((1 : ℝ) - q ^ 2 / 6 * ‖r i - r j‖ ^ 2) :=
          Finset.sum_congr rfl fun i _ => Finset.sum_congr rfl fun j _ => by ring
      _ = (N : ℝ) ^ 2 - q ^ 2 / 6 * ∑ i, ∑ j, ‖r i - r j‖ ^ 2 := by
          simp only [Finset.sum_sub_distrib, ← Finset.mul_sum, Finset.sum_const,
            Finset.card_univ, Fintype.card_fin, nsmul_eq_mul]
          ring
      _ = _ := by rw [sum_sq_dist]; ring
  rw [← e]
  constructor
  · exact Finset.sum_le_sum fun i _ => Finset.sum_le_sum fun j _ => (sinc_bounds _).1
  · simp only [Finset.mul_sum, ← Finset.sum_add_distrib]
    refine Finset.sum_le_sum fun i _ => Finset.sum_le_sum fun j _ => ?_
    refine (sinc_bounds _).2.trans (le_of_eq ?_)
    ring
```

## (f) The Guinier limit

For $N\ge1$, show that the lower bound of (e) holds at every $q$ and that
$$\lim_{q\to0}\frac{1-I(q)/N^2}{q^2}=\frac{G^2}{3}.$$

**Solution.** The first claim is the left half of (e). For the limit, set $P(q)=I(q)/N^2$ and $K=\frac{1}{120N^2}\sum_i\sum_j r_{ij}^4$. Dividing (e) by $N^2$ gives
$$1-\frac{q^2G^2}{3}\le P(q)\le1-\frac{q^2G^2}{3}+q^4K.$$
Subtract from 1 and divide by $q^2>0$:
$$\frac{G^2}{3}-q^2K\le\frac{1-P(q)}{q^2}\le\frac{G^2}{3}.$$
Both outer expressions tend to $G^2/3$.

The squeeze is `tendsto_of_tendsto_of_tendsto_of_le_of_le'`. It takes the limits of a lower and an upper function, together with two inequalities. The prime at the end of the name matters: the inequalities need to hold only eventually along the filter, not at every point. The filter is `𝓝[≠] 0`, the neighbourhoods of zero with zero itself removed, which is what $q\to0$ through nonzero values means. The step `filter_upwards [self_mem_nhdsWithin]` therefore provides $q\ne0$, and division by $q^2$ is legitimate. At $q=0$ Lean evaluates the quotient as 0, so the lower inequality would fail there whenever $G>0$.

For a rigid set of identical points, this limit gives a check on a computed Debye curve: plotted against $q^2$, the normalised intensity $I/N^2$ must start with slope $-G^2/3$, where $G$ is computed from the same coordinates.

```lean
/-- Guinier law: for `N ≥ 1` scatterers the intensity is at least `N² (1 - q² G² / 3)` at
every `q`, and `(1 - I(q) / N²) / q²` tends to `G² / 3` as `q` tends to zero. -/
theorem guinier_law {N : ℕ} (hN : 1 ≤ N) (r : Config N) :
    (∀ q, (N : ℝ) ^ 2 * (1 - q ^ 2 * gyrationRadius r ^ 2 / 3) ≤ debyeIntensity r q) ∧
    Tendsto (fun q => (1 - debyeIntensity r q / (N : ℝ) ^ 2) / q ^ 2) (𝓝[≠] 0)
      (𝓝 (gyrationRadius r ^ 2 / 3)) := by
  refine ⟨fun q => (debye_bounds r q).1, ?_⟩
  have hN2 : 0 < (N : ℝ) ^ 2 := by
    have : (0 : ℝ) < N := by exact_mod_cast hN
    positivity
  obtain ⟨K, hK⟩ : ∃ K : ℝ, K * (N : ℝ) ^ 2 = (∑ i, ∑ j, ‖r i - r j‖ ^ 4) / 120 :=
    ⟨_, div_mul_cancel₀ _ hN2.ne'⟩
  have hc : Continuous (fun q : ℝ => gyrationRadius r ^ 2 / 3 - q ^ 2 * K) := by fun_prop
  have hlow := (hc.tendsto' 0 (gyrationRadius r ^ 2 / 3) (by simp)).mono_left
    (nhdsWithin_le_nhds (s := {0}ᶜ))
  -- squeeze between the two Debye bounds
  refine tendsto_of_tendsto_of_tendsto_of_le_of_le' hlow tendsto_const_nhds ?_ ?_
  · filter_upwards [self_mem_nhdsWithin] with q hq
    have hq' : q ≠ 0 := hq
    have hq2 : 0 < q ^ 2 := by positivity
    have h : debyeIntensity r q / (N : ℝ) ^ 2
        ≤ 1 - q ^ 2 * gyrationRadius r ^ 2 / 3 + q ^ 4 * K := by
      rw [div_le_iff₀ hN2]
      linear_combination (debye_bounds r q).2 - q ^ 4 * hK
    rw [le_div_iff₀ hq2]
    linear_combination h
  · filter_upwards [self_mem_nhdsWithin] with q hq
    have hq' : q ≠ 0 := hq
    have hq2 : 0 < q ^ 2 := by positivity
    have h : 1 - q ^ 2 * gyrationRadius r ^ 2 / 3 ≤ debyeIntensity r q / (N : ℝ) ^ 2 := by
      rw [le_div_iff₀ hN2]
      linear_combination (debye_bounds r q).1
    rw [div_le_iff₀ hq2]
    linear_combination h
```

## (g) The initial slope of the Guinier plot

A Guinier plot shows the logarithm of the intensity against $q^2$. For $N\ge1$, show that
$$\lim_{q\to0}\frac{\ln\bigl(I(q)/N^2\bigr)}{q^2}=-\frac{G^2}{3}.$$

**Solution.** With $P$ as in (f), write
$$P(q)=1-q^2\cdot\frac{1-P(q)}{q^2}\longrightarrow1-0\cdot\frac{G^2}{3}=1.$$
Hence $P>0$ for small nonzero $q$. The tangent bound $\ln P\le P-1$, applied also to $1/P$, gives $1-1/P\le\ln P\le P-1$. Dividing by $q^2$,
$$-\frac{1-P}{q^2}\cdot\frac1P\le\frac{\ln P}{q^2}\le-\frac{1-P}{q^2}.$$
By (f) and $P\to1$, both sides tend to $-G^2/3$.

In Lean, `hP` is the limit $P\to1$. It also supplies the eventual positivity of $P$ that the logarithm bounds require, and the squeeze from (f) finishes the argument.

The limit fixes the slope at the origin. It does not say over what range of $q$ the plot stays close to a straight line, or how well $N^2e^{-q^2G^2/3}$ describes the intensity at a given finite $q$.

```lean
/-- Guinier plot: for `N ≥ 1` scatterers, `ln (I(q) / N²) / q²` tends to `-G² / 3` as `q`
tends to zero. -/
theorem guinier_plot {N : ℕ} (hN : 1 ≤ N) (r : Config N) :
    Tendsto (fun q => Real.log (debyeIntensity r q / (N : ℝ) ^ 2) / q ^ 2) (𝓝[≠] 0)
      (𝓝 (-(gyrationRadius r ^ 2 / 3))) := by
  have hT := (guinier_law hN r).2
  have hq0 : Tendsto (fun q : ℝ => q ^ 2) (𝓝[≠] 0) (𝓝 0) :=
    ((continuous_pow 2).tendsto' 0 0 (by simp)).mono_left nhdsWithin_le_nhds
  -- the normalised intensity tends to one
  have hP : Tendsto (fun q => debyeIntensity r q / (N : ℝ) ^ 2) (𝓝[≠] 0) (𝓝 1) := by
    have h := (hq0.mul hT).const_sub 1
    rw [zero_mul, sub_zero] at h
    refine h.congr' ?_
    filter_upwards [self_mem_nhdsWithin] with q hq
    have hq' : q ≠ 0 := hq
    rw [mul_div_cancel₀ _ (pow_ne_zero 2 hq')]
    ring
  have hlow := hT.neg.mul (hP.inv₀ one_ne_zero)
  rw [inv_one, mul_one] at hlow
  -- squeeze with `1 - 1/P ≤ ln P ≤ P - 1`
  refine tendsto_of_tendsto_of_tendsto_of_le_of_le' hlow hT.neg ?_ ?_
  · filter_upwards [hP.eventually (lt_mem_nhds zero_lt_one)] with q hp
    have h := div_le_div_of_nonneg_right (Real.one_sub_inv_le_log_of_pos hp) (sq_nonneg q)
    refine le_trans (le_of_eq ?_) h
    have hc := mul_inv_cancel₀ hp.ne'
    linear_combination (q ^ 2)⁻¹ * hc
  · filter_upwards [hP.eventually (lt_mem_nhds zero_lt_one)] with q hp
    have h := div_le_div_of_nonneg_right (Real.log_le_sub_one_of_pos hp) (sq_nonneg q)
    refine h.trans (le_of_eq ?_)
    ring

end

end GuinierLaw
```

```lean
#print axioms GuinierLaw.orientation_average
#print axioms GuinierLaw.guinier_law
#print axioms GuinierLaw.guinier_plot
```

```
'GuinierLaw.orientation_average' depends on axioms: [propext, Classical.choice, Quot.sound]
'GuinierLaw.guinier_law' depends on axioms: [propext, Classical.choice, Quot.sound]
'GuinierLaw.guinier_plot' depends on axioms: [propext, Classical.choice, Quot.sound]
```
